# One-particle inversion with nonpositive hopping is Lipschitz for lattice densities bounded below

## Why does my inverted potential go bad so quickly where the density is small?

To get the Kohn–Sham potential of a two-electron singlet on a lattice, I take the square root of half the density as the orbital and solve the one-particle Schrödinger equation for the potential, site by site. The last operation is a division by the orbital amplitude. I therefore expected an error in the density to be magnified by about $1/\sqrt{\rho}$ at a site of low density $\rho$. What I see in the tails is much worse. Is this my solver, or is the inversion itself that sensitive?

## The worst-case magnification grows as $m^{-3/2}$

The inversion itself can be that sensitive. Let the real symmetric matrix $T$ hold the hopping, with $T_{ij}\le 0$ for $i\ne j$, and let $v$ and $w$ be two on-site potentials. Suppose $T+\mathrm{diag}(v)$ and $T+\mathrm{diag}(w)$ have normalised ground states $\psi$ and $\chi$ of energy zero, with densities $\rho_i=|\psi_i|^2$ and $\rho'_i=|\chi_i|^2$ that are at least $m>0$ on every site. Then

$$|v_i-w_i|\le m^{-3/2}\,\delta\sum_{j\ne i}|T_{ij}|,\qquad \delta=\max_k|\rho_k-\rho'_k|.$$

Here $m$ is a density floor, not a mass. With $m=10^{-4}$ and $\delta=10^{-8}$, the potential is fixed to within $10^{-2}$ times the hopping sum. For your singlet, $\rho$ is half the electron density, and the bound concerns this single non-interacting orbital on a finite lattice.

### From the ground state to the potential

Write $H=T+\mathrm{diag}(v)$ and $x_i=|\psi_i|$. The energy is $\sum_{ij}H_{ij}\,\mathrm{Re}(\psi_i^*\psi_j)$. Since $\mathrm{Re}(\psi_i^*\psi_j)\le x_ix_j$ and the off-diagonal $H_{ij}$ are nonpositive, replacing $\psi$ by $x$ does not raise the energy. No state has negative energy, so $x\cdot Hx=0$.

Now put $g=Hx$ and vary $x$ along $g$. For every real $t$,

$$0\le (x+tg)\cdot H(x+tg)=2t\,g\cdot g+t^2\,g\cdot Hg .$$

A quadratic in $t$ that is never negative has discriminant at most zero, so $4(g\cdot g)^2\le 0$ and $Hx=0$. Row $i$ of this equation, divided by $x_i$, is the inversion formula

$$v_i=-T_{ii}-\sum_{j\ne i}T_{ij}\frac{|\psi_j|}{|\psi_i|}.$$

### From the density error to the potential error

Subtracting the same formula for $w$ gives

$$v_i-w_i=\sum_{j\ne i}T_{ij}\left(\frac{a}{b}-\frac{c}{d}\right),\quad a=|\chi_j|,\ b=|\chi_i|,\ c=|\psi_j|,\ d=|\psi_i|.$$

Let $s=\sqrt m$. All four amplitudes lie between $s$ and 1. From $a^2-c^2=(a-c)(a+c)$ follows $|a-c|\le\delta/(2s)$, and likewise $|d-b|\le\delta/(2s)$. Therefore

$$\left|\frac ab-\frac cd\right|=\left|\frac{a-c}{b}+\frac cd\,\frac{d-b}{b}\right|\le\frac{\delta}{2s^2}+\frac{\delta}{2s^3}\le\frac{\delta}{s^3}=m^{-3/2}\delta .$$

Multiplying by $|T_{ij}|$ and summing over $j$ gives the bound. Your estimate missed two things: turning a density error into an amplitude error costs a factor $1/s$, and an amplitude error in the denominator is then magnified by up to $1/s^2$ instead of $1/s$. The full power needs a neighbour of much larger amplitude. In a smooth tail, where $c/d$ stays of order one, the same estimate gives a magnification of order $1/m$, which is still worse than the $1/\sqrt\rho$ you expected.

### Two sites already reach this power

Take sites 0 and 1 with $T_{01}=-1$ and zero diagonal. For positive $a,b$ with $a^2+b^2=1$, the potential $(b/a,\,a/b)$ gives any state $\varphi$ the energy $|b\varphi_0-a\varphi_1|^2/(ab)$. This is never negative, and it vanishes for $\varphi=(a,b)$.

Choose the densities $(m,1-m)$ and $(4m,1-4m)$ with $0<m\le 1/5$. They differ by $3m$ on both sites, and

$$v_0-w_0=\frac{\sqrt{1-m}-\tfrac12\sqrt{1-4m}}{\sqrt m}\ge\frac{\sqrt{1-m}}{2\sqrt m}\ge\frac{3}{8\sqrt m}=\frac18\,m^{-3/2}\cdot 3m .$$

So no weaker power of $1/m$ works with a constant independent of $m$. The constant 1 is not optimal: the estimate above already gives $(1+\sqrt m)/2$ in its place.

### Energy zero, density and norm in Lean

The sites form a finite type `n`, and `hamiltonian T v` is $T+\mathrm{diag}(v)$. States are complex functions on the sites, `density ψ i` is $|\psi_i|^2$, and `‖density ψ - density χ‖` is the maximum norm $\delta$. The sum over `Finset.univ.erase i` runs over all $j\ne i$.

`IsZeroGroundState` says that the state is normalised, has energy zero, and that no amplitudes give a negative energy. It assumes neither the eigenvalue equation nor a positive or unique ground state. Energy zero fixes the additive constant that a density leaves open in its potential; for ground energies $E$ and $E'$, compare $v-E$ with $w-E'$.

`potential_lipschitz` is the bound, and `exponent_sharp` is the two-site example. That each density belongs to a ground state for the same $T$ is a hypothesis. It excludes no normalised positive density: with nonpositive hopping, the potential from the inversion formula always has such a ground state, though the code does not prove this. The step to a molecule in continuous space is missing: as a grid is refined, the hopping grows and the density per site shrinks, so the bound gives no finite limit.

```lean
import Mathlib

open Matrix ComplexConjugate

namespace LatticeInversionStability

noncomputable section

variable {n : Type*} [Fintype n] [DecidableEq n]

/-- The one-particle lattice Hamiltonian: hopping matrix `T` plus on-site potential `v`. -/
def hamiltonian (T : Matrix n n ℝ) (v : n → ℝ) : Matrix n n ℝ := T + Matrix.diagonal v

/-- The energy of the complex amplitudes `ψ`, as the real part of `⟨ψ, H ψ⟩`. -/
def energy (H : Matrix n n ℝ) (ψ : n → ℂ) : ℝ :=
  ∑ i, ∑ j, H i j * (conj (ψ i) * ψ j).re

/-- The site density `|ψ i|²`. -/
def density (ψ : n → ℂ) (i : n) : ℝ := ‖ψ i‖ ^ 2

/-- `ψ` is a normalised state of energy zero, and no state has negative energy. -/
structure IsZeroGroundState (H : Matrix n n ℝ) (ψ : n → ℂ) : Prop where
  normalised : ∑ i, density ψ i = 1
  energy_zero : energy H ψ = 0
  energy_nonneg : ∀ χ : n → ℂ, 0 ≤ energy H χ

/-- If the off-diagonal entries of `H` are nonpositive, replacing all amplitudes by their
moduli does not raise the energy. -/
theorem energy_norm_le {H : Matrix n n ℝ} (hoff : ∀ i j, i ≠ j → H i j ≤ 0) (ψ : n → ℂ) :
    energy H (fun i => (‖ψ i‖ : ℂ)) ≤ energy H ψ := by
  unfold energy
  refine Finset.sum_le_sum fun i _ => Finset.sum_le_sum fun j _ => ?_
  have e : (conj (‖ψ i‖ : ℂ) * (‖ψ j‖ : ℂ)).re = ‖ψ i‖ * ‖ψ j‖ := by
    rw [Complex.conj_ofReal, ← Complex.ofReal_mul, Complex.ofReal_re]
  rw [e]
  by_cases h : i = j
  · subst h
    have h2 : (conj (ψ i) * ψ i).re = ‖ψ i‖ * ‖ψ i‖ := by
      rw [mul_comm, Complex.mul_conj, Complex.ofReal_re, Complex.normSq_eq_norm_sq, sq]
    exact le_of_eq (by rw [h2])
  · have hre : (conj (ψ i) * ψ j).re ≤ ‖ψ i‖ * ‖ψ j‖ :=
      (Complex.re_le_norm _).trans (by simp)
    exact mul_le_mul_of_nonpos_left hre (hoff i j h)

omit [DecidableEq n] in
/-- For a symmetric `H` without negative energies, real amplitudes of energy zero solve
the Schrödinger equation `H x = 0`. -/
theorem mulVec_eq_zero_of_energy_zero {H : Matrix n n ℝ} (hH : H.IsSymm)
    (hpos : ∀ χ : n → ℂ, 0 ≤ energy H χ) {x : n → ℝ}
    (h0 : energy H (fun i => (x i : ℂ)) = 0) : H *ᵥ x = 0 := by
  have q : ∀ y : n → ℝ, energy H (fun i => (y i : ℂ)) = y ⬝ᵥ H *ᵥ y := by
    intro y
    simp only [energy, dotProduct, Matrix.mulVec, Finset.mul_sum]
    refine Finset.sum_congr rfl fun i _ => Finset.sum_congr rfl fun j _ => ?_
    rw [Complex.conj_ofReal, ← Complex.ofReal_mul, Complex.ofReal_re]
    ring
  have hs : ∀ g : n → ℝ, x ⬝ᵥ H *ᵥ g = (H *ᵥ x) ⬝ᵥ g := by
    intro g
    rw [Matrix.dotProduct_mulVec, ← Matrix.mulVec_transpose, hH.eq]
  rw [q x] at h0
  obtain ⟨g, hg⟩ : ∃ g, g = H *ᵥ x := ⟨_, rfl⟩
  -- vary the state along the residual g = H x
  have hd := discrim_le_zero (a := g ⬝ᵥ H *ᵥ g) (b := 2 * (g ⬝ᵥ g)) (c := 0) (fun t => by
    have h := hpos (fun i => (((x + t • g) i : ℝ) : ℂ))
    rw [q (x + t • g)] at h
    simp only [Matrix.mulVec_add, Matrix.mulVec_smul, add_dotProduct, dotProduct_add,
      smul_dotProduct, dotProduct_smul, smul_eq_mul] at h
    rw [h0, hs g, ← hg] at h
    linarith)
  unfold discrim at hd
  have hgg : (g ⬝ᵥ g) ^ 2 = 0 := le_antisymm (by linarith) (sq_nonneg _)
  rw [← hg]
  exact dotProduct_self_eq_zero.mp (pow_eq_zero_iff two_ne_zero |>.mp hgg)

/-- For symmetric `T` with nonpositive off-diagonal entries, the moduli of a zero-energy ground
state determine the potential on every site where the state does not vanish. -/
theorem potential_eq {T : Matrix n n ℝ} (hT : T.IsSymm) (hoff : ∀ i j, i ≠ j → T i j ≤ 0)
    {v : n → ℝ} {ψ : n → ℂ} (hψ : IsZeroGroundState (hamiltonian T v) ψ)
    {i : n} (hi : ψ i ≠ 0) :
    v i = -T i i - ∑ j ∈ Finset.univ.erase i, T i j * (‖ψ j‖ / ‖ψ i‖) := by
  have hsymm : (hamiltonian T v).IsSymm := hT.add (Matrix.isSymm_diagonal v)
  have ho : ∀ a b, a ≠ b → hamiltonian T v a b ≤ 0 := by
    intro a b hab
    simpa [hamiltonian, Matrix.diagonal_apply_ne _ hab] using hoff a b hab
  -- the moduli form a ground state as well
  have h0 : energy (hamiltonian T v) (fun k => (‖ψ k‖ : ℂ)) = 0 :=
    le_antisymm ((energy_norm_le ho ψ).trans_eq hψ.energy_zero) (hψ.energy_nonneg _)
  have h := congrFun (mulVec_eq_zero_of_energy_zero hsymm hψ.energy_nonneg
    (x := fun k => ‖ψ k‖) h0) i
  rw [hamiltonian, Matrix.add_mulVec, Pi.add_apply, Matrix.mulVec_diagonal] at h
  have hsplit : (T *ᵥ fun k => ‖ψ k‖) i
      = T i i * ‖ψ i‖ + ∑ j ∈ Finset.univ.erase i, T i j * ‖ψ j‖ :=
    (Finset.add_sum_erase Finset.univ (fun j => T i j * ‖ψ j‖) (Finset.mem_univ i)).symm
  rw [hsplit] at h
  have h' : T i i * ‖ψ i‖ + ∑ j ∈ Finset.univ.erase i, T i j * ‖ψ j‖ + v i * ‖ψ i‖ = 0 := h
  have hn : ‖ψ i‖ ≠ 0 := norm_ne_zero_iff.mpr hi
  have hs : ∑ j ∈ Finset.univ.erase i, T i j * (‖ψ j‖ / ‖ψ i‖)
      = (∑ j ∈ Finset.univ.erase i, T i j * ‖ψ j‖) / ‖ψ i‖ := by
    rw [Finset.sum_div]
    exact Finset.sum_congr rfl fun j _ => by ring
  rw [hs]
  apply mul_right_cancel₀ hn
  rw [sub_mul, div_mul_cancel₀ _ hn]
  linarith

/-- If `a`, `b`, `c`, `d` are at least `s > 0`, `c` is at most 1, and the squares of the numerators
`a`, `c` and those of the denominators `b`, `d` each differ by at most `δ`, then the ratios `a / b`
and `c / d` differ by at most `δ / s³`. -/
theorem ratio_sub_le {a b c d s δ : ℝ} (hs : 0 < s) (ha : s ≤ a) (hb : s ≤ b) (hc : s ≤ c)
    (hd : s ≤ d) (hc1 : c ≤ 1) (hac : |a ^ 2 - c ^ 2| ≤ δ) (hbd : |d ^ 2 - b ^ 2| ≤ δ) :
    |a / b - c / d| ≤ δ / s ^ 3 := by
  have key : ∀ x y : ℝ, s ≤ x → s ≤ y → |x ^ 2 - y ^ 2| ≤ δ → |x - y| ≤ δ / (2 * s) := by
    intro x y hx hy h
    have e : x ^ 2 - y ^ 2 = (x - y) * (x + y) := by ring
    rw [e, abs_mul, abs_of_pos (show 0 < x + y by linarith)] at h
    rw [le_div_iff₀ (by positivity)]
    exact (mul_le_mul_of_nonneg_left (by linarith) (abs_nonneg _)).trans h
  have h1 := key a c ha hc hac
  have h2 := key d b hd hb hbd
  have hδ : 0 ≤ δ := (abs_nonneg _).trans hac
  have hb0 : 0 < b := hs.trans_le hb
  have hc0 : 0 < c := hs.trans_le hc
  have hd0 : 0 < d := hs.trans_le hd
  have e : a / b - c / d = (a - c) / b + c / d * ((d - b) / b) := by
    field_simp
    ring
  have e2 : δ / s ^ 3 - (δ / (2 * s) / s + 1 / s * (δ / (2 * s) / s))
      = δ * (1 - s) / (2 * s ^ 3) := by
    field_simp
    ring
  have h3 : 0 ≤ δ * (1 - s) / (2 * s ^ 3) :=
    div_nonneg (mul_nonneg hδ (by linarith)) (by positivity)
  calc |a / b - c / d| ≤ |(a - c) / b| + |c / d * ((d - b) / b)| := by
        rw [e]; exact abs_add_le _ _
    _ = |a - c| / b + c / d * (|d - b| / b) := by
        rw [abs_mul, abs_div, abs_div, abs_div, abs_of_pos hb0, abs_of_pos hc0, abs_of_pos hd0]
    _ ≤ δ / (2 * s) / s + 1 / s * (δ / (2 * s) / s) := by gcongr
    _ ≤ δ / s ^ 3 := by linarith

/-- For positive `m`, the power `m^(-3/2)` is the inverse cube of `√m`. -/
theorem rpow_eq_inv_sqrt_cube {m : ℝ} (hm : 0 < m) :
    m ^ (-(3 / 2) : ℝ) = (√m ^ 3)⁻¹ := by
  rw [Real.sqrt_eq_rpow, ← Real.rpow_natCast, ← Real.rpow_mul hm.le, ← Real.rpow_neg hm.le]
  norm_num

/-- Lipschitz stability of one-particle inversion: for symmetric `T` with nonpositive
off-diagonal entries and zero-energy ground states with densities at least `m > 0`, the
potentials differ by at most `m^(-3/2)` times the largest density difference times the total
hopping strength at the site. -/
theorem potential_lipschitz {T : Matrix n n ℝ} (hT : T.IsSymm)
    (hoff : ∀ i j, i ≠ j → T i j ≤ 0) {v w : n → ℝ} {ψ χ : n → ℂ}
    (hψ : IsZeroGroundState (hamiltonian T v) ψ) (hχ : IsZeroGroundState (hamiltonian T w) χ)
    {m : ℝ} (hm : 0 < m) (hρ : ∀ i, m ≤ density ψ i) (hρ' : ∀ i, m ≤ density χ i) (i : n) :
    |v i - w i| ≤ m ^ (-(3 / 2) : ℝ) * ‖density ψ - density χ‖
      * ∑ j ∈ Finset.univ.erase i, |T i j| := by
  have hs : 0 < √m := Real.sqrt_pos.mpr hm
  have lψ : ∀ k, √m ≤ ‖ψ k‖ := fun k => Real.sqrt_le_iff.mpr ⟨norm_nonneg _, hρ k⟩
  have lχ : ∀ k, √m ≤ ‖χ k‖ := fun k => Real.sqrt_le_iff.mpr ⟨norm_nonneg _, hρ' k⟩
  have uψ : ∀ k, ‖ψ k‖ ≤ 1 := by
    intro k
    have h : density ψ k ≤ ∑ j, density ψ j :=
      Finset.single_le_sum (fun j _ => sq_nonneg ‖ψ j‖) (Finset.mem_univ k)
    rw [hψ.normalised, density] at h
    nlinarith [norm_nonneg (ψ k)]
  have hδ : ∀ k, |‖ψ k‖ ^ 2 - ‖χ k‖ ^ 2| ≤ ‖density ψ - density χ‖ :=
    fun k => norm_le_pi_norm (density ψ - density χ) k
  -- subtract the two inversion formulas
  have e : v i - w i = ∑ j ∈ Finset.univ.erase i,
      T i j * (‖χ j‖ / ‖χ i‖ - ‖ψ j‖ / ‖ψ i‖) := by
    rw [potential_eq hT hoff hψ (norm_pos_iff.mp (hs.trans_le (lψ i))),
      potential_eq hT hoff hχ (norm_pos_iff.mp (hs.trans_le (lχ i)))]
    simp only [mul_sub, Finset.sum_sub_distrib]
    ring
  rw [e, Finset.mul_sum]
  refine (Finset.abs_sum_le_sum_abs _ _).trans (Finset.sum_le_sum fun j _ => ?_)
  have hr := ratio_sub_le hs (lχ j) (lχ i) (lψ j) (lψ i) (uψ j)
    (by rw [abs_sub_comm]; exact hδ j) (hδ i)
  rw [div_eq_inv_mul (b := √m ^ 3), ← rpow_eq_inv_sqrt_cube hm] at hr
  rw [abs_mul, mul_comm]
  exact mul_le_mul_of_nonneg_right hr (abs_nonneg _)

/-- The two-site lattice with hopping amplitude `-1`. -/
def dimer : Matrix (Fin 2) (Fin 2) ℝ := !![0, -1; -1, 0]

/-- Positive normalised amplitudes `(a, b)` are a zero-energy ground state of the dimer in the
potential `(b/a, a/b)`. -/
theorem dimer_groundState {a b : ℝ} (ha : 0 < a) (hb : 0 < b) (hab : a ^ 2 + b ^ 2 = 1) :
    IsZeroGroundState (hamiltonian dimer ![b / a, a / b]) ![(a : ℂ), (b : ℂ)] := by
  -- the energy is a sum of two squares
  have hE : ∀ χ : Fin 2 → ℂ, energy (hamiltonian dimer ![b / a, a / b]) χ
      = ((b * (χ 0).re - a * (χ 1).re) ^ 2 + (b * (χ 0).im - a * (χ 1).im) ^ 2) / (a * b) := by
    intro χ
    simp [energy, hamiltonian, dimer, Fin.sum_univ_two]
    field_simp
    ring
  refine ⟨by simpa [density, Fin.sum_univ_two] using hab, ?_, fun χ => ?_⟩
  · rw [hE]
    simp [mul_comm]
  · rw [hE]
    positivity

/-- The power `-3/2` is sharp: for every `0 < m ≤ 1/5` the dimer has two zero-energy ground
states with densities at least `m` and largest density difference `3m`, whose potentials differ
on the first site by at least `m^(-3/2)/8` times that difference. -/
theorem exponent_sharp {m : ℝ} (hm : 0 < m) (hm5 : m ≤ 1 / 5) :
    ∃ (v w : Fin 2 → ℝ) (ψ χ : Fin 2 → ℂ),
      IsZeroGroundState (hamiltonian dimer v) ψ ∧ IsZeroGroundState (hamiltonian dimer w) χ ∧
      (∀ i, m ≤ density ψ i) ∧ (∀ i, m ≤ density χ i) ∧
      ‖density ψ - density χ‖ = 3 * m ∧
      1 / 8 * m ^ (-(3 / 2) : ℝ) * ‖density ψ - density χ‖ ≤ |v 0 - w 0| := by
  have dens : ∀ a b : ℝ, density ![(a : ℂ), (b : ℂ)] = ![a ^ 2, b ^ 2] := by
    intro a b
    ext i
    fin_cases i <;> simp [density]
  obtain ⟨s, hsd⟩ : ∃ s, s = √m := ⟨_, rfl⟩
  obtain ⟨b, hbd⟩ : ∃ b, b = √(1 - m) := ⟨_, rfl⟩
  obtain ⟨c, hcd⟩ : ∃ c, c = √(1 - 4 * m) := ⟨_, rfl⟩
  have hs : 0 < s := hsd ▸ Real.sqrt_pos.mpr hm
  have hb : 0 < b := hbd ▸ Real.sqrt_pos.mpr (by linarith)
  have hc : 0 < c := hcd ▸ Real.sqrt_pos.mpr (by linarith)
  have hs2 : s ^ 2 = m := by rw [hsd]; exact Real.sq_sqrt hm.le
  have hb2 : b ^ 2 = 1 - m := by rw [hbd]; exact Real.sq_sqrt (by linarith)
  have hc2 : c ^ 2 = 1 - 4 * m := by rw [hcd]; exact Real.sq_sqrt (by linarith)
  have ht2 : (2 * s) ^ 2 = 4 * m := by rw [mul_pow, hs2]; norm_num
  have hcb : c ≤ b := by rw [hcd, hbd]; exact Real.sqrt_le_sqrt (by linarith)
  have hb34 : 3 / 4 ≤ b := by nlinarith
  have hnorm : ‖(![m, 1 - m] : Fin 2 → ℝ) - ![4 * m, 1 - 4 * m]‖ = 3 * m := by
    apply le_antisymm
    · exact (pi_norm_le_iff_of_nonneg (by linarith)).2 (Fin.forall_fin_two.2
        ⟨show |m - 4 * m| ≤ 3 * m from abs_le.2 ⟨by linarith, by linarith⟩,
         show |(1 - m) - (1 - 4 * m)| ≤ 3 * m from abs_le.2 ⟨by linarith, by linarith⟩⟩)
    · have h : |m - 4 * m| ≤ ‖(![m, 1 - m] : Fin 2 → ℝ) - ![4 * m, 1 - 4 * m]‖ :=
        norm_le_pi_norm ((![m, 1 - m] : Fin 2 → ℝ) - ![4 * m, 1 - 4 * m]) 0
      linarith [neg_abs_le (m - 4 * m)]
  refine ⟨![b / s, s / b], ![c / (2 * s), 2 * s / c], ![(s : ℂ), (b : ℂ)],
    ![((2 * s : ℝ) : ℂ), (c : ℂ)], dimer_groundState hs hb (by linarith),
    dimer_groundState (by linarith) hc (by linarith), ?_⟩
  rw [dens, dens, hs2, hb2, ht2, hc2, hnorm]
  refine ⟨Fin.forall_fin_two.2 ⟨show m ≤ m from le_rfl, show m ≤ 1 - m by linarith⟩,
    Fin.forall_fin_two.2 ⟨show m ≤ 4 * m by linarith, show m ≤ 1 - 4 * m by linarith⟩, rfl, ?_⟩
  rw [rpow_eq_inv_sqrt_cube hm, ← hsd]
  have e1 : 1 / 8 * (s ^ 3)⁻¹ * (3 * m) = 3 / 8 / s := by
    rw [← hs2]
    field_simp
  have e2 : b / s - c / (2 * s) = (b - c / 2) / s := by ring
  calc 1 / 8 * (s ^ 3)⁻¹ * (3 * m) = 3 / 8 / s := e1
    _ ≤ (b - c / 2) / s := div_le_div_of_nonneg_right (by linarith) hs.le
    _ = b / s - c / (2 * s) := e2.symm
    _ ≤ |b / s - c / (2 * s)| := le_abs_self _

end

end LatticeInversionStability
```

```lean
#print axioms LatticeInversionStability.potential_lipschitz
-- 'LatticeInversionStability.potential_lipschitz' depends on axioms: [propext, Classical.choice, Quot.sound]
#print axioms LatticeInversionStability.exponent_sharp
-- 'LatticeInversionStability.exponent_sharp' depends on axioms: [propext, Classical.choice, Quot.sound]
```

### The lemmas behind the bound

`energy_norm_le` compares the energies of $\psi$ and its moduli term by term: diagonal terms agree, and off-diagonal ones use the sign of $H_{ij}$. `mulVec_eq_zero_of_energy_zero` is the variation along $g$. It rewrites the energy of real amplitudes as $y\cdot Hy$, uses symmetry to move $H$ across the dot product, and passes the quadratic in $t$ to `discrim_le_zero`.

`potential_eq` combines the two, splits the diagonal term off row $i$ and divides by $|\psi_i|$. It needs $\psi_i\ne0$ only at the site in question.

`ratio_sub_le` is the estimate for $a/b-c/d$. Its inner statement `key` bounds the amplitude differences, `gcongr` inserts these bounds, and the identity `e2` writes what is left over as $\delta(1-s)/(2s^3)$, which is nonnegative by `h3`. `rpow_eq_inv_sqrt_cube` translates $1/s^3$ into $m^{-3/2}$.

In `potential_lipschitz`, the floor $m$ gives $\sqrt m\le|\psi_k|$ and $\sqrt m\le|\chi_k|$, while normalisation gives $|\psi_k|\le1$. The two inversion formulas are then subtracted, and the triangle inequality reduces the claim to one ratio estimate per $j$.

For the example, `dimer_groundState` writes the energy as two squares, from the real and imaginary parts of $b\varphi_0-a\varphi_1$, over $ab$. `exponent_sharp` inserts the two densities, and its closing `calc` is the chain of inequalities for $v_0-w_0$.
